# A nonzero, more slowly decaying ghost path sets the long-length decay constant in a coherent tunnelling model

The transmission $T(L)$ is modelled here as the squared modulus of a sum of finitely many exponentials in a continuous length $L$, with complex amplitudes and real decay constants that do not change with $L$. In this model, if one path has a nonzero amplitude and decays strictly more slowly than all the others, $-\ln T(L)/L$ tends to twice the decay constant of that path as $L\to\infty$.

In Lean 4 with Mathlib:

```lean
import Mathlib

open Filter Topology

namespace GhostTunnelling

noncomputable section

/-- Total tunnelling amplitude at length `L` of coherent paths with contact amplitudes `c i`
and decay constants `k i`. -/
def amplitude {ι : Type*} [Fintype ι] (c : ι → ℂ) (k : ι → ℝ) (L : ℝ) : ℂ :=
  ∑ i, c i * (Real.exp (-(k i * L)) : ℂ)

/-- Transmission at length `L`: the squared modulus of the total amplitude. -/
def transmission {ι : Type*} [Fintype ι] (c : ι → ℂ) (k : ι → ℝ) (L : ℝ) : ℝ :=
  ‖amplitude c k L‖ ^ 2

/-- Transmission of a junction with a molecular path (amplitude `a`, decay `κ`) and a ghost
path (amplitude `g`, decay `μ`). -/
def ghostTransmission (a g : ℂ) (κ μ L : ℝ) : ℝ :=
  ‖a * (Real.exp (-(κ * L)) : ℂ) + g * (Real.exp (-(μ * L)) : ℂ)‖ ^ 2

/-- The length `ln(|a|/|g|)/(κ - μ)`, for nonzero `a`, `g` and `κ ≠ μ`. -/
def crossoverLength (a g : ℂ) (κ μ : ℝ) : ℝ :=
  Real.log (‖a‖ / ‖g‖) / (κ - μ)

/-- If path `j` decays strictly more slowly than every other path, the total amplitude with the
decay of path `j` factored out tends to the contact amplitude `c j`. -/
theorem rescaled_amplitude_tendsto {ι : Type*} [Fintype ι] (c : ι → ℂ) (k : ι → ℝ) (j : ι)
    (hk : ∀ i, i ≠ j → k j < k i) :
    Tendsto (fun L : ℝ => (Real.exp (k j * L) : ℂ) * amplitude c k L) atTop (𝓝 (c j)) := by
  classical
  -- each faster path dies out relative to path `j`
  have hterm : ∀ i ∈ (Finset.univ : Finset ι),
      Tendsto (fun L : ℝ => c i * (Real.exp (-((k i - k j) * L)) : ℂ)) atTop
        (𝓝 (if i = j then c j else 0)) := by
    intro i _
    by_cases h : i = j
    · subst h
      simp
    · have hpos : 0 < k i - k j := sub_pos.mpr (hk i h)
      have h1 : Tendsto (fun L : ℝ => Real.exp (-((k i - k j) * L))) atTop (𝓝 0) :=
        Real.tendsto_exp_neg_atTop_nhds_zero.comp (tendsto_id.const_mul_atTop hpos)
      have h2 : Tendsto (fun L : ℝ => c i * (Real.exp (-((k i - k j) * L)) : ℂ)) atTop
          (𝓝 (c i * ((0 : ℝ) : ℂ))) :=
        ((Complex.continuous_ofReal.tendsto 0).comp h1).const_mul (c i)
      rw [Complex.ofReal_zero, mul_zero] at h2
      rw [if_neg h]
      exact h2
  have hsum := tendsto_finsetSum Finset.univ hterm
  simp only [Finset.sum_ite_eq', Finset.mem_univ, if_true] at hsum
  refine hsum.congr fun L => ?_
  unfold amplitude
  rw [Finset.mul_sum]
  refine Finset.sum_congr rfl fun i _ => ?_
  have he : Real.exp (-((k i - k j) * L)) = Real.exp (k j * L) * Real.exp (-(k i * L)) := by
    rw [← Real.exp_add]
    congr 1
    ring
  rw [he, Complex.ofReal_mul]
  ring

/-- If path `j` decays strictly more slowly than every other path, the transmission multiplied
by `exp(2 k_j L)` tends to `|c_j|²`. -/
theorem rescaled_transmission_tendsto {ι : Type*} [Fintype ι] (c : ι → ℂ) (k : ι → ℝ) (j : ι)
    (hk : ∀ i, i ≠ j → k j < k i) :
    Tendsto (fun L : ℝ => Real.exp (2 * k j * L) * transmission c k L) atTop
      (𝓝 (‖c j‖ ^ 2)) := by
  have key : ∀ L : ℝ, ‖(Real.exp (k j * L) : ℂ) * amplitude c k L‖ ^ 2
      = Real.exp (2 * k j * L) * transmission c k L := by
    intro L
    have he : Real.exp (2 * k j * L) = Real.exp (k j * L) ^ 2 := by
      rw [sq, ← Real.exp_add]
      congr 1
      ring
    rw [he, transmission, norm_mul, Complex.norm_real,
      Real.norm_of_nonneg (Real.exp_pos _).le, mul_pow]
  exact ((rescaled_amplitude_tendsto c k j hk).norm.pow 2).congr key

/-- If the strictly slowest path has nonzero amplitude, the transmission is positive at all
sufficiently large lengths. -/
theorem transmission_eventually_pos {ι : Type*} [Fintype ι] (c : ι → ℂ) (k : ι → ℝ) (j : ι)
    (hc : c j ≠ 0) (hk : ∀ i, i ≠ j → k j < k i) :
    ∀ᶠ L : ℝ in atTop, 0 < transmission c k L := by
  have hpos : 0 < ‖c j‖ ^ 2 := pow_pos (norm_pos_iff.mpr hc) 2
  filter_upwards [(rescaled_transmission_tendsto c k j hk).eventually_const_lt hpos] with L hL
  exact (mul_pos_iff_of_pos_left (Real.exp_pos _)).mp hL

/-- If the strictly slowest path `j` has nonzero amplitude, the semilogarithmic plot of the
transmission approaches the straight line `ln|c_j|² - 2 k_j L`. -/
theorem log_transmission_asymptote {ι : Type*} [Fintype ι] (c : ι → ℂ) (k : ι → ℝ) (j : ι)
    (hc : c j ≠ 0) (hk : ∀ i, i ≠ j → k j < k i) :
    Tendsto (fun L : ℝ => Real.log (transmission c k L) + 2 * k j * L) atTop
      (𝓝 (Real.log (‖c j‖ ^ 2))) := by
  have hne : ‖c j‖ ^ 2 ≠ 0 := pow_ne_zero 2 (norm_ne_zero_iff.mpr hc)
  have hev : ∀ᶠ L : ℝ in atTop, Real.log (Real.exp (2 * k j * L) * transmission c k L)
      = Real.log (transmission c k L) + 2 * k j * L := by
    filter_upwards [transmission_eventually_pos c k j hc hk] with L hL
    rw [Real.log_mul (Real.exp_pos _).ne' hL.ne', Real.log_exp, add_comm]
  exact ((rescaled_transmission_tendsto c k j hk).log hne).congr' hev

/-- If the strictly slowest path `j` has nonzero amplitude, the decay constant `-ln T(L)/L`
tends to `2 k_j` for long junctions. -/
theorem decay_constant_tendsto {ι : Type*} [Fintype ι] (c : ι → ℂ) (k : ι → ℝ) (j : ι)
    (hc : c j ≠ 0) (hk : ∀ i, i ≠ j → k j < k i) :
    Tendsto (fun L : ℝ => -Real.log (transmission c k L) / L) atTop (𝓝 (2 * k j)) := by
  -- the bounded intercept is washed out by the length
  have h0 : Tendsto (fun L : ℝ => (Real.log (transmission c k L) + 2 * k j * L) / L) atTop
      (𝓝 0) := (log_transmission_asymptote c k j hc hk).div_atTop tendsto_id
  have h1 := h0.const_sub (2 * k j)
  rw [sub_zero] at h1
  refine h1.congr' ?_
  filter_upwards [eventually_gt_atTop (0 : ℝ)] with L hL
  rw [add_div, mul_div_assoc (2 * k j), div_self hL.ne', mul_one]
  ring

/-- If the strictly slowest path `j` has nonzero amplitude, the decay constant read off from two
junctions whose lengths differ by a fixed `d ≠ 0` also tends to `2 k_j`. -/
theorem incremental_decay_tendsto {ι : Type*} [Fintype ι] (c : ι → ℂ) (k : ι → ℝ) (j : ι)
    (hc : c j ≠ 0) (hk : ∀ i, i ≠ j → k j < k i) {d : ℝ} (hd : d ≠ 0) :
    Tendsto (fun L : ℝ => Real.log (transmission c k L / transmission c k (L + d)) / d) atTop
      (𝓝 (2 * k j)) := by
  have hshift : Tendsto (fun L : ℝ => L + d) atTop atTop :=
    tendsto_atTop_add_const_right atTop d tendsto_id
  have hA := log_transmission_asymptote c k j hc hk
  have h1 := ((hA.sub (hA.comp hshift)).div_const d).add_const (2 * k j)
  rw [sub_self, zero_div, zero_add] at h1
  have hp := transmission_eventually_pos c k j hc hk
  refine h1.congr' ?_
  filter_upwards [hp, hshift.eventually hp] with L hL hLd
  rw [Real.log_div hL.ne' hLd.ne']
  simp only [Function.comp_apply]
  field_simp
  ring

/-- With a nonzero ghost amplitude `g` and `μ < κ`, the decay constant of the junction tends to
the ghost value `2μ`. -/
theorem ghost_decay_constant (a : ℂ) {g : ℂ} {κ μ : ℝ} (hg : g ≠ 0) (h : μ < κ) :
    Tendsto (fun L : ℝ => -Real.log (ghostTransmission a g κ μ L) / L) atTop (𝓝 (2 * μ)) := by
  have e : ∀ L, transmission ![a, g] ![κ, μ] L = ghostTransmission a g κ μ L := by
    intro L
    simp [transmission, amplitude, ghostTransmission, Fin.sum_univ_two]
  have hk : ∀ i : Fin 2, i ≠ 1 → ![κ, μ] 1 < ![κ, μ] i :=
    Fin.forall_fin_two.mpr ⟨fun _ => h, fun h1 => absurd rfl h1⟩
  have hm := decay_constant_tendsto ![a, g] ![κ, μ] 1 hg hk
  exact hm.congr fun L => by rw [e L]

/-- Without ghost coupling, and with a nonzero molecular amplitude `a`, the decay constant tends
to the molecular value `2κ`. -/
theorem molecular_decay_constant {a : ℂ} (κ μ : ℝ) (ha : a ≠ 0) :
    Tendsto (fun L : ℝ => -Real.log (ghostTransmission a 0 κ μ L) / L) atTop (𝓝 (2 * κ)) := by
  have e : ∀ L, transmission (fun _ : Unit => a) (fun _ => κ) L
      = ghostTransmission a 0 κ μ L := by
    intro L
    simp [transmission, amplitude, ghostTransmission]
  have hm := decay_constant_tendsto (fun _ : Unit => a) (fun _ => κ) () ha
    (fun i hi => absurd rfl hi)
  exact hm.congr fun L => by rw [e L]

/-- The modulus of a path with nonzero amplitude `a`, written as a single exponential. -/
theorem norm_path {a : ℂ} (ha : a ≠ 0) (x : ℝ) :
    ‖a * (Real.exp x : ℂ)‖ = Real.exp (Real.log ‖a‖ + x) := by
  rw [norm_mul, Complex.norm_real, Real.norm_of_nonneg (Real.exp_pos _).le, Real.exp_add,
    Real.exp_log (norm_pos_iff.mpr ha)]

/-- For nonzero amplitudes and `μ < κ`, the ghost path is stronger than the molecular path
exactly when the junction is longer than the crossover length. -/
theorem ghost_dominates_iff {a g : ℂ} {κ μ : ℝ} (ha : a ≠ 0) (hg : g ≠ 0) (h : μ < κ) (L : ℝ) :
    ‖a * (Real.exp (-(κ * L)) : ℂ)‖ < ‖g * (Real.exp (-(μ * L)) : ℂ)‖
      ↔ crossoverLength a g κ μ < L := by
  rw [norm_path ha, norm_path hg, Real.exp_lt_exp, crossoverLength,
    div_lt_iff₀ (sub_pos.mpr h),
    Real.log_div (norm_ne_zero_iff.mpr ha) (norm_ne_zero_iff.mpr hg)]
  constructor <;> intro h1 <;> linarith

/-- For nonzero amplitudes and `μ < κ`, the two paths can cancel completely only at the
crossover length. -/
theorem node_at_crossover {a g : ℂ} {κ μ L : ℝ} (ha : a ≠ 0) (hg : g ≠ 0) (h : μ < κ)
    (hT : ghostTransmission a g κ μ L = 0) : L = crossoverLength a g κ μ := by
  have h0 := norm_eq_zero.mp (pow_eq_zero_iff (two_ne_zero)|>.mp hT)
  -- cancelling amplitudes have equal moduli
  have h1 := congrArg norm (eq_neg_of_add_eq_zero_left h0)
  rw [norm_neg, norm_path ha, norm_path hg] at h1
  have h2 := Real.exp_injective h1
  rw [crossoverLength, eq_div_iff (sub_pos.mpr h).ne',
    Real.log_div (norm_ne_zero_iff.mpr ha) (norm_ne_zero_iff.mpr hg)]
  linarith

end

end GhostTunnelling
```

```lean
#print axioms GhostTunnelling.ghost_decay_constant
#print axioms GhostTunnelling.molecular_decay_constant
#print axioms GhostTunnelling.ghost_dominates_iff
#print axioms GhostTunnelling.node_at_crossover
```

```
'GhostTunnelling.ghost_decay_constant' depends on axioms: [propext, Classical.choice, Quot.sound]
'GhostTunnelling.molecular_decay_constant' depends on axioms: [propext, Classical.choice, Quot.sound]
'GhostTunnelling.ghost_dominates_iff' depends on axioms: [propext, Classical.choice, Quot.sound]
'GhostTunnelling.node_at_crossover' depends on axioms: [propext, Classical.choice, Quot.sound]
```

## Paths that add before squaring

The finite type `ι` labels the tunnelling paths. Path $i$ has a complex contact amplitude $c_i$ (`c i`) and a real decay constant $k_i$ (`k i`). The definitions `amplitude` and `transmission` read

$$A(L)=\sum_i c_i\,e^{-k_iL},\qquad T(L)=|A(L)|^2 .$$

This is a simplified model of the single-channel transmission of non-interacting electrons at a fixed energy; the exact transmission of such a junction need not have this form. The paths are coherent: their amplitudes are summed first, so $T$ contains interference terms. The constants $k_i$ belong to amplitudes, and a single path therefore gives a transmission that decays with the constant $2k_i$.

The definition `ghostTransmission` is the case of two paths,

$$T(L)=\left|a\,e^{-\kappa L}+g\,e^{-\mu L}\right|^2 .$$

The first term is tunnelling through the molecule. The second stands for a spurious direct coupling between the electrodes, such as one introduced by the basis set in a calculation with nonequilibrium Green's functions (NEGF). That this coupling decays exponentially, and more slowly than the molecular one, is assumed and not derived from an electronic structure.

Two hypotheses carry the general theorems. The first, `hk`, says that $k_j<k_i$ for every $i\neq j$, so path $j$ is the unique slowest one. The second, `hc`, says that $c_j\neq0$. No sign is required of the decay constants, and $T\le 1$ is not imposed. A tie for the slowest decay is not covered; amplitudes with equal decay constants may cancel each other.

The expression `Tendsto f atTop (𝓝 x)` means that $f(L)\to x$ as the real variable $L$ grows without bound. The same limit then holds along any sequence of molecular lengths that tends to infinity. Amplitudes that drift with length, for instance through changing level alignment, lie outside the model, as do several transmission channels and incoherent hopping.

## Factoring out the slowest exponential

Multiply the amplitude by $e^{k_jL}$:

$$e^{k_jL}A(L)=\sum_i c_i\,e^{-(k_i-k_j)L}=c_j+\sum_{i\ne j}c_i\,e^{-(k_i-k_j)L}.$$

For $i\neq j$ the difference $k_i-k_j$ is positive, so that term tends to zero. The sum is finite, and the whole expression tends to $c_j$. This is `rescaled_amplitude_tendsto`. Its step `hterm` gives the limit of each term, $c_j$ for $i=j$ and zero otherwise; `tendsto_finsetSum` adds these limits, and the identity `he` combines the exponentials as above.

Taking the squared modulus gives `rescaled_transmission_tendsto`:

$$e^{2k_jL}\,T(L)\to|c_j|^2 .$$

If $c_j\neq0$, this limit is positive, so the left-hand side is positive for all sufficiently large $L$. The exponential is always positive, hence so is $T(L)$. That is `transmission_eventually_pos`, and it ensures that the logarithm is meaningful at the lengths that matter for the limit. At shorter lengths destructive interference may still make $T$ vanish.

## From the semilogarithmic line to the decay constant

The logarithm is continuous at the positive number $|c_j|^2$, so

$$\ln\!\left(e^{2k_jL}T(L)\right)=\ln T(L)+2k_jL\;\to\;\ln|c_j|^2 .$$

This is `log_transmission_asymptote`. A plot of $\ln T$ against $L$ approaches a straight line with slope $-2k_j$ and intercept $\ln|c_j|^2$.

Write $F(L)=\ln T(L)+2k_jL$. For $L>0$,

$$-\frac{\ln T(L)}{L}=2k_j-\frac{F(L)}{L}.$$

Since $F(L)$ has a finite limit, $F(L)/L\to0$, and the left-hand side tends to $2k_j$. The proof of `decay_constant_tendsto` does exactly this: `div_atTop` supplies the vanishing quotient, `const_sub` subtracts it from $2k_j$, and the last lines check the algebra for positive $L$.

A decay constant can also be read off from two junctions whose lengths differ by a fixed $d\neq0$. Once both transmissions are positive,

$$\frac1d\ln\frac{T(L)}{T(L+d)}=\frac{F(L)-F(L+d)}{d}+2k_j .$$

Both values of $F$ tend to the same intercept, so the fraction on the right tends to zero and the result is again $2k_j$. This is `incremental_decay_tendsto`, where `hshift` records that $L+d$ also tends to infinity. Comparing neighbouring lengths removes the intercept, but it does not remove the ghost path.

## The limit is $2\mu$ with a ghost path and $2\kappa$ without one

For two paths, `ghost_decay_constant` states that

$$-\frac{\ln T(L)}{L}\to2\mu\qquad\text{if } g\neq0\text{ and }\mu<\kappa .$$

The molecular amplitude $a$ may be anything, including zero. The proof applies the general theorem to the lists `![a, g]` and `![κ, μ]`, in which index 0 is the molecule and index 1 the ghost. The step `e` identifies the general transmission with `ghostTransmission`, and `hk` checks that the ghost is the slower path.

With $g=0$ and $a\neq0$, `molecular_decay_constant` gives the limit $2\kappa$, whatever the value of $\mu$. Here the general theorem is used with a single path, and the condition on the other paths holds because there are none.

As long as $g\neq0$ and $\mu<\kappa$, the size of $g$ does not enter the limit. If the transmission from an NEGF calculation follows this two-path model under these conditions, a decay constant taken from sufficiently long junctions is therefore close to the ghost value $2\mu$ and not to the molecular value $2\kappa$, however weak the ghost coupling is.

## The length at which the ghost path takes over

The size of $g$ does determine where the ghost path becomes the stronger one. Let $a$ and $g$ be nonzero and $\mu<\kappa$. The lemma `norm_path` writes the modulus of each path as a single exponential, for the molecule

$$\left|a\,e^{-\kappa L}\right|=e^{\ln|a|-\kappa L},$$

and likewise for the ghost. The exponential function is strictly increasing, so the ghost path is stronger exactly when

$$\ln|a|-\kappa L<\ln|g|-\mu L .$$

Collecting the terms in $L$ and dividing by $\kappa-\mu>0$ turns this into

$$L>L_{\mathrm c}=\frac{\ln(|a|/|g|)}{\kappa-\mu}.$$

This is `ghost_dominates_iff`, with $L_{\mathrm c}$ defined as `crossoverLength`. A weaker ghost coupling moves the crossover to longer junctions. If $|a|\le|g|$, then $L_{\mathrm c}\le0$, and the ghost path is the stronger one at every positive length. The theorem compares the moduli of the two paths; it does not say that the apparent decay constant switches abruptly at $L_{\mathrm c}$.

The same length is the only place where the total transmission can vanish. If $T(L)=0$, then

$$a\,e^{-\kappa L}=-g\,e^{-\mu L},$$

so the two moduli are equal. Taking logarithms gives $\ln|a|-\kappa L=\ln|g|-\mu L$, and therefore $L=L_{\mathrm c}$. This is `node_at_crossover`; in its proof `congrArg norm` passes from the cancelling amplitudes to their moduli, and `Real.exp_injective` removes the exponentials. The theorem gives a necessary condition only: at $L_{\mathrm c}$ the paths are equally strong, and they cancel only if their phases are also opposite.
